# The integral of ln(1 + s²/x²) over the unit interval is at most (π + 2)s for s > 0

For every real s > 0, the declaration states that ln(x² + s²) − 2 ln x, which equals ln(1 + s²/x²) for x > 0, is integrable on [0, 1] despite its logarithmic singularity at 0, and that its integral is at most (π + 2)s. This is a statement of pure analysis: s is any positive number, and no Hamiltonian, state or physical model appears in it. The attempt applies the fundamental theorem of calculus to the antiderivative x ln(x² + s²) − 2x ln x + 2s arctan(x/s). It then bounds the endpoint value ln(1 + s²) + 2s arctan(1/s), using ln(1 + s²) ≤ 2 ln(1 + s) ≤ 2s and arctan(1/s) < π/2.

This version doesn't compile in Lean 4 with Mathlib:

```lean
import Mathlib

open Real Set MeasureTheory Filter Topology

namespace TailBound

noncomputable section

/-- For `s > 0` the function `ln(1 + s²/x²)`, written as a difference of logarithms, is
integrable on the unit interval, with integral at most `(π + 2) s`. -/
theorem tail_bound {s : ℝ} (hs : 0 < s) :
    IntervalIntegrable (fun x : ℝ => log (x ^ 2 + s ^ 2) - 2 * log x) volume 0 1 ∧
    ∫ x in (0:ℝ)..1, (log (x ^ 2 + s ^ 2) - 2 * log x) ≤ (π + 2) * s := by
  have hne : ∀ x : ℝ, x ^ 2 + s ^ 2 ≠ 0 := fun x => by positivity
  have hl : Continuous fun x : ℝ => log (x ^ 2 + s ^ 2) :=
    Continuous.log (by fun_prop) hne
  have hi : IntervalIntegrable (fun x : ℝ => log (x ^ 2 + s ^ 2) - 2 * log x) volume 0 1 :=
    (hl.intervalIntegrable 0 1).sub (intervalIntegral.intervalIntegrable_log'.const_mul 2)
  refine ⟨hi, ?_⟩
  have hc : ContinuousOn (fun x : ℝ => x * log (x ^ 2 + s ^ 2) - 2 * (x * log x)
      + 2 * s * arctan (x / s)) (Icc 0 1) :=
    (((continuous_id.mul hl).sub (continuous_const.mul Real.continuous_mul_log)).add
      (continuous_const.mul
        (Real.continuous_arctan.comp (continuous_id.div_const s)))).continuousOn
  rw [intervalIntegral.integral_eq_sub_of_hasDerivAt_of_le zero_le_one hc ?_ hi]
  · have h1 : log (1 ^ 2 + s ^ 2) ≤ 2 * s := by
      have h2 : log (1 ^ 2 + s ^ 2) ≤ log ((1 + s) ^ 2) :=
        log_le_log (by positivity) (by nlinarith)
      have h3 := Real.log_le_sub_one_of_pos (by linarith : 0 < 1 + s)
      rw [log_pow] at h2
      push_cast at h2
      linarith
    have h4 := mul_le_mul_of_nonneg_left (arctan_lt_pi_div_two (1 / s)).le hs.le
    rw [log_one, zero_div, arctan_zero]
    linarith
  · intro x hx
    have h1 := ((hasDerivAt_pow 2 x).add_const (s ^ 2)).log (hne x)
    have h2 := ((hasDerivAt_id' x).div_const s).arctan
    have he : 1 / (1 + (x / s) ^ 2) * (1 / s) = s / (x ^ 2 + s ^ 2) := by
      have : 1 + (x / s) ^ 2 = (x ^ 2 + s ^ 2) / s ^ 2 := by
        field_simp <;> ring
      rw [this]
      field_simp
    have hq : x * (2 * x / (x ^ 2 + s ^ 2)) + 2 * s * (s / (x ^ 2 + s ^ 2)) = 2 := by
      field_simp [hne x] <;> ring
    refine ((((hasDerivAt_id' x).fun_mul h1).fun_sub
      ((Real.hasDerivAt_mul_log hx.1.ne').const_mul 2)).fun_add
      (h2.const_mul (2 * s))).congr_deriv ?_
    push_cast
    linear_combination hq + 2 * s * he

end

end TailBound
```

The error:

```
Main.lean:35:4: error: linarith failed to find a contradiction
s : ℝ
hs : 0 < s
hne : ∀ (x : ℝ), x ^ 2 + s ^ 2 ≠ 0
hl : Continuous fun x => log (x ^ 2 + s ^ 2)
hi : IntervalIntegrable (fun x => log (x ^ 2 + s ^ 2) - 2 * log x) volume 0 1
hc : ContinuousOn (fun x => x * log (x ^ 2 + s ^ 2) - 2 * (x * log x) + 2 * s * arctan (x / s)) (Icc 0 1)
h1 : log (1 ^ 2 + s ^ 2) ≤ 2 * s
h4 : s * arctan (1 / s) ≤ s * (π / 2)
a✝ :
  (π + 2) * s <
    1 * log (1 ^ 2 + s ^ 2) - 2 * (1 * 0) + 2 * s * arctan (1 / s) -
      (0 * log (0 ^ 2 + s ^ 2) - 2 * (0 * log 0) + 2 * s * 0)
⊢ False
failed
```

Cause. The single error is at the `linarith` that closes the endpoint estimate. No fact is missing there: `h1` plus twice `h4` contradicts the negated goal, once products such as `s * arctan (1 / s)` are treated as single unknowns. What fails is the matching of the logarithm in `h1` with the one in the goal.

Before its linear search, `linarith` runs a step that clears denominators on every hypothesis containing a division, even one inside a function's argument. That step also evaluates numerals. The negated goal contains `arctan (1 / s)`, so it goes through the step, and its `log (1 ^ 2 + s ^ 2)` becomes `log (1 + s ^ 2)`. `h1` contains no division, so it keeps `log (1 ^ 2 + s ^ 2)`. `linarith` then treats the two logarithms as different unknowns, and `h1` can't bound the one in the goal. The message prints the hypotheses before this step, so they look as if they match.

The decisive change is `generalize`, which replaces `arctan (1 / s)` by a variable `A` in `h4` and the goal. The goal then has no division, the step leaves it alone, and its logarithm stays the same as in `h1`. `h5` restates the arctangent bound as `2 * arctan z ≤ π`, which keeps `π / 2` out of `h4`; that division by a numeral was not the obstacle, since `linarith` can clear it. The `simp only` removes the zero terms and factors of one left by the endpoints, but adds no fact.

The changes to the `field_simp` lines are mere tidying, since Lean reported no error there.

As a diff, the version that Lean accepts:

```diff
@@ -31,6 +31,10 @@
       push_cast at h2
       linarith
-    have h4 := mul_le_mul_of_nonneg_left (arctan_lt_pi_div_two (1 / s)).le hs.le
+    have h5 : ∀ z : ℝ, 2 * arctan z ≤ π := fun z => by
+      linarith [arctan_lt_pi_div_two z]
+    have h4 := mul_le_mul_of_nonneg_left (h5 (1 / s)) hs.le
     rw [log_one, zero_div, arctan_zero]
+    simp only [zero_mul, mul_zero, sub_zero, add_zero, one_mul]
+    generalize arctan (1 / s) = A at h4 ⊢
     linarith
   · intro x hx
@@ -39,9 +43,10 @@
     have he : 1 / (1 + (x / s) ^ 2) * (1 / s) = s / (x ^ 2 + s ^ 2) := by
       have : 1 + (x / s) ^ 2 = (x ^ 2 + s ^ 2) / s ^ 2 := by
-        field_simp <;> ring
+        field_simp
+        ring
       rw [this]
       field_simp
     have hq : x * (2 * x / (x ^ 2 + s ^ 2)) + 2 * s * (s / (x ^ 2 + s ^ 2)) = 2 := by
-      field_simp [hne x] <;> ring
+      field_simp [hne x]
     refine ((((hasDerivAt_id' x).fun_mul h1).fun_sub
       ((Real.hasDerivAt_mul_log hx.1.ne').const_mul 2)).fun_add
```
